# A unit vector is an eigenvector of a Hermitian matrix H exactly when ⟨ψ, (HK − KH)ψ⟩ = 0 for every anti-Hermitian K

States are complex column vectors with finitely many components, and operators are square matrices. The inner product ⟨x, y⟩ = Σᵢ xᵢ* yᵢ is conjugate-linear in its first slot, and A† denotes the adjoint. Anti-Hermitian means K† = −K.

```lean
import Mathlib

open Matrix
open scoped ComplexOrder Matrix.Norms.Operator

namespace GeneralizedBrillouin

noncomputable section

variable {n : Type*} [Fintype n]
```

Here `n` is the finite set of basis labels, not the dimension itself. The opened matrix norm is needed later, to differentiate a matrix exponential.

```lean
/-- The expression `⟨ψ, A ψ⟩`, which is the expectation value of `A` when `ψ` is a unit vector. -/
def expect (A : Matrix n n ℂ) (ψ : n → ℂ) : ℂ := star ψ ⬝ᵥ (A *ᵥ ψ)
```

`star ψ ⬝ᵥ φ` is ⟨ψ, φ⟩, and `A *ᵥ ψ` is the vector Aψ. So `expect A ψ` is ⟨ψ, Aψ⟩, a complex number.

```lean
/-- A nonzero vector `ψ` with `H ψ = E ψ` for some real energy `E`. -/
def IsEigenstate (H : Matrix n n ℂ) (ψ : n → ℂ) : Prop :=
  ψ ≠ 0 ∧ ∃ E : ℝ, H *ᵥ ψ = (E : ℂ) • ψ
```

An eigenstate is a nonzero vector with Hψ = Eψ for some real E. It need not be normalised; the theorems add that as a hypothesis.

```lean
/-- The residual vector `H ψ - ⟨ψ, H ψ⟩ ψ`. -/
def residual (H : Matrix n n ℂ) (ψ : n → ℂ) : n → ℂ := H *ᵥ ψ - expect H ψ • ψ
```

Write e = ⟨ψ, Hψ⟩. For a unit vector ψ, the residual r = Hψ − eψ measures how far ψ is from being an eigenvector.

```lean
/-- The generator `|a⟩⟨b| - |b⟩⟨a|` built from two vectors. -/
def pairGenerator (a b : n → ℂ) : Matrix n n ℂ :=
  vecMulVec a (star b) - vecMulVec b (star a)
```

This is |a⟩⟨b| − |b⟩⟨a|, a generator that mixes two vectors.

```lean
omit [Fintype n] in
/-- The generator `|a⟩⟨b| - |b⟩⟨a|` is anti-Hermitian. -/
theorem pairGenerator_antiHermitian (a b : n → ℂ) :
    (pairGenerator a b)ᴴ = -pairGenerator a b := by
  ext i j
  simp only [pairGenerator, conjTranspose_apply, Matrix.sub_apply, Matrix.neg_apply,
    vecMulVec_apply, Pi.star_apply, star_sub, star_mul, star_star]
  ring
```

Taking the adjoint swaps the two terms:

(|a⟩⟨b| − |b⟩⟨a|)† = |b⟩⟨a| − |a⟩⟨b|.

Lean checks this entry by entry: `ext i j` picks an entry, and `ring` finishes the algebra.

```lean
/-- The generator `|a⟩⟨b| - |b⟩⟨a|` sends `x` to `⟨b, x⟩ a - ⟨a, x⟩ b`. -/
theorem pairGenerator_mulVec (a b x : n → ℂ) :
    pairGenerator a b *ᵥ x = (star b ⬝ᵥ x) • a - (star a ⬝ᵥ x) • b := by
  rw [pairGenerator, Matrix.sub_mulVec]
  ext i
  simp only [Pi.sub_apply, Pi.smul_apply, smul_eq_mul, Matrix.mulVec, dotProduct,
    vecMulVec_apply, Finset.sum_mul]
  congr 1 <;> exact Finset.sum_congr rfl (fun j _ => by ring)
```

The generator sends x to ⟨b, x⟩a − ⟨a, x⟩b, again checked by components.

```lean
/-- A matrix moves from the left to the right of the inner product as its adjoint. -/
theorem adjoint_move (A : Matrix n n ℂ) (x y : n → ℂ) :
    star (A *ᵥ x) ⬝ᵥ y = star x ⬝ᵥ (Aᴴ *ᵥ y) := by
  rw [Matrix.star_mulVec, ← Matrix.dotProduct_mulVec]
```

This is ⟨Ax, y⟩ = ⟨x, A†y⟩. For Hermitian H it lets H move freely across the inner product.

```lean
/-- The expression `⟨ψ, (H K - K H) ψ⟩` equals `⟨ψ, H K ψ⟩ - ⟨ψ, K H ψ⟩`. -/
theorem expect_commutator (H K : Matrix n n ℂ) (ψ : n → ℂ) :
    expect (H * K - K * H) ψ
      = star ψ ⬝ᵥ (H *ᵥ (K *ᵥ ψ)) - star ψ ⬝ᵥ (K *ᵥ (H *ᵥ ψ)) := by
  rw [expect, Matrix.sub_mulVec, dotProduct_sub, Matrix.mulVec_mulVec, Matrix.mulVec_mulVec]
```

For any vector ψ, ⟨ψ, (HK − KH)ψ⟩ splits into ⟨ψ, HKψ⟩ − ⟨ψ, KHψ⟩.

## The residual as a test direction

```lean
/-- For Hermitian `H` and a unit vector `ψ` with residual `r`, the generator `|r⟩⟨ψ| - |ψ⟩⟨r|`
gives a commutator expectation value of twice the energy variance, and this variance
`⟨H²⟩ - ⟨H⟩²` is the squared norm of `r`. -/
theorem residual_commutator {H : Matrix n n ℂ} (hH : H.IsHermitian) {ψ : n → ℂ}
    (hψ : star ψ ⬝ᵥ ψ = 1) :
    expect (H * pairGenerator (residual H ψ) ψ - pairGenerator (residual H ψ) ψ * H) ψ
        = 2 * (star (residual H ψ) ⬝ᵥ residual H ψ) ∧
      star (residual H ψ) ⬝ᵥ residual H ψ = expect (H * H) ψ - expect H ψ ^ 2 := by
  have hsplit : H *ᵥ ψ = residual H ψ + expect H ψ • ψ := by
    rw [residual, sub_add_cancel]
  -- the residual is orthogonal to the state
  have h1 : star ψ ⬝ᵥ residual H ψ = 0 := by
    rw [residual, dotProduct_sub, dotProduct_smul, hψ, smul_eq_mul, mul_one, expect, sub_self]
  have h2 : star (residual H ψ) ⬝ᵥ ψ = 0 := by
    rw [Matrix.star_dotProduct, h1, star_zero]
  have h3 : star (residual H ψ) ⬝ᵥ (H *ᵥ ψ) = star (residual H ψ) ⬝ᵥ residual H ψ := by
    rw [hsplit, dotProduct_add, dotProduct_smul, h2, smul_zero, add_zero]
  have h4 : star ψ ⬝ᵥ (H *ᵥ residual H ψ) = star (residual H ψ) ⬝ᵥ residual H ψ := by
    have h := adjoint_move H ψ (residual H ψ)
    rw [hH.eq] at h
    rw [← h, hsplit, star_add, star_smul, add_dotProduct, smul_dotProduct, h1, smul_zero,
      add_zero]
  constructor
  · -- the generator turns the state into its residual
    have hK : pairGenerator (residual H ψ) ψ *ᵥ ψ = residual H ψ := by
      rw [pairGenerator_mulVec, hψ, h2, one_smul, zero_smul, sub_zero]
    rw [expect_commutator, hK, h4, pairGenerator_mulVec, dotProduct_sub, dotProduct_smul,
      dotProduct_smul, h1, hψ, h3, smul_eq_mul, smul_eq_mul]
    ring
  · rw [← h4, residual, Matrix.mulVec_sub, Matrix.mulVec_smul, dotProduct_sub,
      dotProduct_smul, Matrix.mulVec_mulVec, smul_eq_mul, pow_two]
    rfl
```

The hypotheses are that H is Hermitian (`hH`) and ⟨ψ, ψ⟩ = 1 (`hψ`). First, r is orthogonal to ψ (`h1`, `h2`):

⟨ψ, r⟩ = e − e⟨ψ, ψ⟩ = 0.

Since Hψ = r + eψ, this gives `h3` and `h4`:

⟨r, Hψ⟩ = ⟨r, r⟩
⟨ψ, Hr⟩ = ⟨Hψ, r⟩ = ⟨r, r⟩.

Now take K = |r⟩⟨ψ| − |ψ⟩⟨r|. Then (`hK`)

Kψ = ⟨ψ, ψ⟩r − ⟨r, ψ⟩ψ = r,

and the two halves of the commutator are

⟨ψ, HKψ⟩ = ⟨ψ, Hr⟩ = ⟨r, r⟩
⟨ψ, KHψ⟩ = ⟨ψ, r⟩⟨ψ, Hψ⟩ − ⟨ψ, ψ⟩⟨r, Hψ⟩ = −⟨r, r⟩.

Their difference is 2⟨r, r⟩. The second claim identifies ⟨r, r⟩ as the energy variance:

⟨r, r⟩ = ⟨ψ, Hr⟩ = ⟨ψ, H²ψ⟩ − e².

```lean
/-- Generalized Brillouin condition: for Hermitian `H` and a unit vector `ψ`, the expectation
value of `H K - K H` vanishes for every anti-Hermitian `K` if and only if `ψ` is an eigenstate
of `H`. -/
theorem brillouin_iff_eigenstate {H : Matrix n n ℂ} (hH : H.IsHermitian) {ψ : n → ℂ}
    (hψ : star ψ ⬝ᵥ ψ = 1) :
    (∀ K : Matrix n n ℂ, Kᴴ = -K → expect (H * K - K * H) ψ = 0) ↔ IsEigenstate H ψ := by
  constructor
  · intro h
    refine ⟨fun h0 => by simp [h0] at hψ, (expect H ψ).re, ?_⟩
    -- test the condition on the generator made from the residual
    have hr := h _ (pairGenerator_antiHermitian (residual H ψ) ψ)
    rw [(residual_commutator hH hψ).1] at hr
    have hz : residual H ψ = 0 :=
      dotProduct_star_self_eq_zero.1 ((mul_eq_zero.1 hr).resolve_left two_ne_zero)
    -- the energy of a Hermitian matrix is real
    have hreal : star (expect H ψ) = expect H ψ := by
      have h' := adjoint_move H ψ ψ
      rw [hH.eq, Matrix.star_dotProduct] at h'
      exact h'
    have hre : ((expect H ψ).re : ℂ) = expect H ψ := Complex.conj_eq_iff_re.1 hreal
    rw [hre]
    exact sub_eq_zero.1 hz
  · rintro ⟨_, E, hE⟩ K _
    have h := adjoint_move H ψ (K *ᵥ ψ)
    rw [hH.eq] at h
    -- both terms equal the energy times the expectation value of the generator
    rw [expect_commutator, ← h, hE, Matrix.mulVec_smul, star_smul, smul_dotProduct,
      dotProduct_smul]
    simp
```

Suppose the condition holds for every anti-Hermitian K. The K above gives 2⟨r, r⟩ = 0, so r = 0 and Hψ = eψ. The eigenvalue is real because

e* = ⟨Hψ, ψ⟩ = ⟨ψ, Hψ⟩ = e,

and ψ ≠ 0 because its norm is 1.

Conversely, let Hψ = Eψ with E real. Both terms then agree:

⟨ψ, HKψ⟩ = ⟨Hψ, Kψ⟩ = E⟨ψ, Kψ⟩
⟨ψ, KHψ⟩ = E⟨ψ, Kψ⟩.

In electronic structure the name "generalized Brillouin condition" usually refers to orbital optimisation, where K runs only over one-body generators and a state meeting the condition need not be an eigenstate. The theorem here lets K run over all anti-Hermitian matrices on a finite-dimensional state space, as for a full configuration-interaction vector in a finite basis.

## Stationary energy under unitary rotations

```lean
/-- For anti-Hermitian `K`, the derivative of `⟨φ, H φ⟩` along the rotated state `φ = exp(tK) ψ` at
`t = 0` is `⟨ψ, (H K - K H) ψ⟩`. -/
theorem hasDerivAt_rotated_energy [DecidableEq n] (H : Matrix n n ℂ) {K : Matrix n n ℂ}
    (hK : Kᴴ = -K) (ψ : n → ℂ) :
    HasDerivAt (fun t : ℝ => expect H (NormedSpace.exp (t • K) *ᵥ ψ))
      (expect (H * K - K * H) ψ) 0 := by
  let L : Matrix n n ℂ →ₗ[ℝ] (n → ℂ) :=
    { toFun := fun M => M *ᵥ ψ
      map_add' := fun A B => Matrix.add_mulVec A B ψ
      map_smul' := fun c A => Matrix.smul_mulVec c A ψ }
  -- the rotated state leaves `ψ` with velocity `K ψ`
  have hexp : HasDerivAt (fun t : ℝ => NormedSpace.exp (t • K)) K 0 := by
    have h := hasDerivAt_exp_smul_const (𝕂 := ℝ) K (0 : ℝ)
    simp only [zero_smul, NormedSpace.exp_zero, one_mul] at h
    exact h
  have hφ : HasDerivAt (fun t : ℝ => NormedSpace.exp (t • K) *ᵥ ψ) (K *ᵥ ψ) 0 :=
    (LinearMap.toContinuousLinearMap L).hasFDerivAt.comp_hasDerivAt (0 : ℝ) hexp
  have hi := hasDerivAt_pi.1 hφ
  have hs : ∀ i, HasDerivAt (fun t : ℝ => star ((NormedSpace.exp (t • K) *ᵥ ψ) i))
      (star ((K *ᵥ ψ) i)) 0 := fun i => (hi i).star
  -- product rule for the energy
  have hsum := HasDerivAt.fun_sum (u := Finset.univ) (fun i _ => (hs i).fun_mul
    (HasDerivAt.fun_sum (u := Finset.univ) (fun j _ => (hi j).const_mul (H i j))))
  have h0 : NormedSpace.exp ((0 : ℝ) • K) *ᵥ ψ = ψ := by
    rw [zero_smul, NormedSpace.exp_zero, Matrix.one_mulVec]
  refine HasDerivAt.congr_deriv hsum ?_
  rw [h0, Finset.sum_add_distrib]
  change star (K *ᵥ ψ) ⬝ᵥ (H *ᵥ ψ) + star ψ ⬝ᵥ (H *ᵥ (K *ᵥ ψ)) = _
  rw [adjoint_move, hK, Matrix.neg_mulVec, dotProduct_neg, expect_commutator]
  ring
```

`HasDerivAt f d 0` says that f has derivative d at t = 0. Let φ(t) = exp(tK)ψ, so that φ(0) = ψ and φ′(0) = Kψ (`hφ`). The product rule (`hsum`) and K† = −K give

d/dt ⟨φ, Hφ⟩ at t = 0
= ⟨Kψ, Hψ⟩ + ⟨ψ, HKψ⟩
= −⟨ψ, KHψ⟩ + ⟨ψ, HKψ⟩.

Neither normalisation nor Hermiticity of H is used. As K is anti-Hermitian, exp(tK) is unitary, so a normalised state stays normalised along the path.

```lean
/-- For Hermitian `H`, a unit vector `ψ` has stationary energy under every rotation `exp(tK)`
with anti-Hermitian `K` if and only if it is an eigenstate of `H`. -/
theorem stationary_iff_eigenstate [DecidableEq n] {H : Matrix n n ℂ} (hH : H.IsHermitian)
    {ψ : n → ℂ} (hψ : star ψ ⬝ᵥ ψ = 1) :
    (∀ K : Matrix n n ℂ, Kᴴ = -K →
      HasDerivAt (fun t : ℝ => expect H (NormedSpace.exp (t • K) *ᵥ ψ)) 0 0) ↔
      IsEigenstate H ψ := by
  rw [← brillouin_iff_eigenstate hH hψ]
  constructor
  · intro h K hK
    exact (hasDerivAt_rotated_energy H hK ψ).unique (h K hK)
  · intro h K hK
    exact (hasDerivAt_rotated_energy H hK ψ).congr_deriv (h K hK)

end

end GeneralizedBrillouin
```

In `HasDerivAt … 0 0`, the first zero is the value of the derivative and the second is the point t = 0 at which it is taken. By the previous theorem the derivative is ⟨ψ, (HK − KH)ψ⟩, and a derivative is unique, so stationarity for every K is the same condition as before. Stationary does not mean minimal: excited eigenstates qualify as well as the ground state.

```lean
#print axioms GeneralizedBrillouin.stationary_iff_eigenstate
-- 'GeneralizedBrillouin.stationary_iff_eigenstate' depends on axioms: [propext, Classical.choice, Quot.sound]
```
